# Drift velocity exp(-F/2) tanh(F/2) on a hopping chain with one-site dead ends, and its maximum at sinh F = 2

## Rates, occupations and drift

The chain consists of cells $n\in\mathbb Z$. Each cell holds one backbone site and one dead-end site, which lies one hop down-field and connects only to its own backbone site. "Down-field" and "along the field" both mean the direction in which a positive field drives the carriers; a negative field drives them the opposite way.

The reduced field $F$ is the energy a carrier gains in one hop along the field, divided by $k_BT$. Hops along and against the field have the rates

$$w_+=e^{F/2},\qquad w_-=e^{-F/2}.$$

This postulated form splits the field's effect evenly between the two directions, as for a barrier midway between the sites, and it satisfies detailed balance. Time is measured in units of the inverse zero-field hop rate, and length in units of one hop.

The mean occupations are $b_n$ on the backbone and $d_n$ in the dead end. Carriers don't interact, so the master equations are linear:

$$\dot b_n=w_+b_{n-1}+w_-b_{n+1}+w_-d_n-(2w_++w_-)b_n,$$

$$\dot d_n=w_+b_n-w_-d_n.$$

With one carrier per cell, $b_n+d_n=1$, the drift velocity is the net displacement per unit time in a cell, counting hops into and out of the dead end:

$$v=(w_+b_n-w_-b_{n+1})+(w_+b_n-w_-d_n).$$

## The velocity law and its peak

In the normalised, translation-invariant stationary state,

$$v(F)=e^{-F/2}\tanh(F/2).$$

The velocity rises strictly up to $F_0=\operatorname{arsinh}2\approx1.444$, falls strictly beyond it, and tends to zero as $F\to+\infty$. At the peak, $v(F_0)^2=(5\sqrt5-11)/2$, so $v(F_0)\approx0.3003$.

## Comparing a hopping code with the law

A kinetic Monte Carlo or master-equation code for non-interacting carriers can be run on this periodic geometry and its drift compared with $v(F)$ at any field. The comparison tests the backbone rates, the ratio of the two dead-end rates and the displacement counted for backbone hops together. It does not reveal whether dead-end hops were left out of the displacement count, because their net contribution vanishes in the stationary state.

Two faults leave clear traces. If the field bias is missing from the dead-end hops, so that both have rate 1, the occupations become $b_n=d_n=1/2$ and the velocity becomes $\sinh(F/2)$, which never turns over. If averaging begins while all carriers are still on the backbone, the early drift is $2w_+-w_-$, far above the stationary value for $F>0$. This excess decays at the rate $w_++w_-=2\cosh(F/2)$, so the transient shortens as $F$ grows from zero, even though the mean residence time in a dead end, $e^{F/2}$, lengthens.

## From site balance to the peak field

The rates satisfy $w_+=e^Fw_-$. Stationarity of the dead end therefore reads

$$w_-(e^Fb_n-d_n)=0,$$

and since $w_-\neq0$, $d_n=e^Fb_n$. Normalisation gives $(1+e^F)b_n=1$, hence

$$b_n=\frac1{1+e^F},\qquad d_n=\frac{e^F}{1+e^F}.$$

These values also solve the backbone equation: for uniform occupations its right-hand side reduces to $w_-d_n-w_+b_n$, which is zero.

In the drift velocity the dead-end bracket vanishes for the same reason. What remains is

$$v=(w_+-w_-)b_n=\frac{2\sinh(F/2)}{1+e^F}
=\frac{2\sinh(F/2)}{2e^{F/2}\cosh(F/2)}=e^{-F/2}\tanh(F/2).$$

For the derivative, write $s=\sinh(F/2)$ and $c=\cosh(F/2)$. With $c^2-s^2=1$ and $2sc=\sinh F$,

$$v'(F)=e^{-F/2}\left(-\frac{s}{2c}+\frac1{2c^2}\right)
=e^{-F/2}\,\frac{1-sc}{2c^2}
=\frac{e^{-F/2}(2-\sinh F)}{4\cosh^2(F/2)}.$$

All factors except $2-\sinh F$ are positive, and $\sinh$ is strictly increasing. The velocity therefore has its unique maximum over all real fields at $\sinh F_0=2$. The strong-field limit follows from $|\tanh(F/2)|\le1$, which gives $|v(F)|\le e^{-F/2}$.

At the peak, $e^{F_0}=2+\sqrt5$ and $e^{-F_0}=\sqrt5-2$. Also,

$$\tanh(F_0/2)=\frac{e^{F_0}-1}{e^{F_0}+1}=\frac{1+\sqrt5}{3+\sqrt5}=\frac{\sqrt5-1}2.$$

Thus

$$v(F_0)^2=(\sqrt5-2)\,\frac{3-\sqrt5}{2}=\frac{5\sqrt5-11}{2}.$$

The same balance argument handles a dead end that is a down-field chain of $L$ sites with the same hop rates. Its last site can exchange carriers only with the site before it, so the net flow across that bond vanishes, and then across every earlier bond. Each site holds $e^F$ times the occupation of the one before it, and

$$v_L(F)=\frac{2\sinh(F/2)}{1+e^F+\cdots+e^{LF}}.$$

For $L\ge1$ this decays as $e^{-(L-1/2)F}$ in strong fields. This extension is derived here by hand only; the file below treats $L=1$.

## Lean source for the stationary state and the velocity maximum

```lean
import Mathlib

open Filter Set

namespace DeadEndHopping

noncomputable section

/-- Rate of a hop along the reduced field `F`. -/
def along (F : ℝ) : ℝ := Real.exp (F / 2)

/-- Rate of a hop against the reduced field `F`. -/
def against (F : ℝ) : ℝ := Real.exp (-F / 2)

/-- Master equation of backbone site `n`: gain from both backbone neighbours and from the
dead end, minus loss to these three sites. -/
def backboneRate (F : ℝ) (b d : ℤ → ℝ) (n : ℤ) : ℝ :=
  along F * b (n - 1) + against F * b (n + 1) + against F * d n
    - (along F + against F + along F) * b n

/-- Master equation of the dead-end site of cell `n`, which exchanges carriers only with
its own backbone site. -/
def deadEndRate (F : ℝ) (b d : ℤ → ℝ) (n : ℤ) : ℝ :=
  along F * b n - against F * d n

/-- A translation-invariant stationary state with backbone occupations `b` and dead-end
occupations `d`, normalised to one carrier per cell. -/
structure IsUniformStationary (F : ℝ) (b d : ℤ → ℝ) : Prop where
  backbone_shift : ∀ n, b (n + 1) = b n
  deadEnd_shift : ∀ n, d (n + 1) = d n
  normalised : ∀ n, b n + d n = 1
  backbone_stationary : ∀ n, backboneRate F b d n = 0
  deadEnd_stationary : ∀ n, deadEndRate F b d n = 0

/-- Net displacement along the field per unit time in cell `n`: the net hops to the next
backbone site plus the net hops into the dead end, each of unit length. -/
def driftVelocity (F : ℝ) (b d : ℤ → ℝ) (n : ℤ) : ℝ :=
  (along F * b n - against F * b (n + 1)) + (along F * b n - against F * d n)

/-- The velocity-field law `exp(-F/2) tanh(F/2)`. -/
def velocityLaw (F : ℝ) : ℝ := Real.exp (-F / 2) * Real.tanh (F / 2)

/-- Detailed balance of the hopping rates: their ratio is `exp F`. -/
theorem along_eq (F : ℝ) : along F = Real.exp F * against F := by
  unfold along against
  rw [← Real.exp_add]
  congr 1
  ring

/-- The hyperbolic tangent of half the field, written with the Boltzmann factor `exp F`. -/
theorem tanh_half (F : ℝ) :
    Real.tanh (F / 2) = (Real.exp F - 1) / (Real.exp F + 1) := by
  have h : Real.exp F = Real.exp (F / 2) ^ 2 := by
    rw [sq, ← Real.exp_add, add_halves]
  have hxy : Real.exp (F / 2) * Real.exp (-(F / 2)) = 1 := by
    rw [← Real.exp_add, add_neg_cancel, Real.exp_zero]
  rw [Real.tanh_eq_sinh_div_cosh, Real.sinh_eq, Real.cosh_eq, h,
    div_eq_div_iff (by positivity) (by positivity)]
  linear_combination (-Real.exp (F / 2)) * hxy

/-- The normalised translation-invariant stationary state exists and is unique: the backbone
holds the fraction `1/(1 + exp F)` of the carriers and the dead ends hold the rest. -/
theorem isUniformStationary_iff (F : ℝ) (b d : ℤ → ℝ) :
    IsUniformStationary F b d ↔
      ∀ n, b n = 1 / (1 + Real.exp F) ∧ d n = Real.exp F / (1 + Real.exp F) := by
  have hE : 1 + Real.exp F ≠ 0 := by positivity
  have ha : against F ≠ 0 := Real.exp_ne_zero _
  constructor
  · intro h n
    -- balance between the backbone site and its dead end
    have h1 : against F * (Real.exp F * b n - d n) = 0 := by
      have h2 := h.deadEnd_stationary n
      simp only [deadEndRate, along_eq] at h2
      linear_combination h2
    have h3 := (mul_eq_zero.mp h1).resolve_left ha
    have hd : d n = Real.exp F * b n := by linarith
    have hb : b n = 1 / (1 + Real.exp F) := by
      rw [eq_div_iff hE]
      linear_combination h.normalised n - hd
    refine ⟨hb, ?_⟩
    rw [hd, hb]
    ring
  · intro h
    have hb := fun n => (h n).1
    have hd := fun n => (h n).2
    refine ⟨fun n => by rw [hb, hb], fun n => by rw [hd, hd], fun n => ?_, fun n => ?_,
      fun n => ?_⟩
    · rw [hb, hd, ← add_div]
      exact div_self hE
    · simp only [backboneRate, hb, hd, along_eq]
      ring
    · simp only [deadEndRate, hb, hd, along_eq]
      ring

/-- In the normalised translation-invariant stationary state the drift velocity is
`exp(-F/2) tanh(F/2)`. -/
theorem driftVelocity_eq {F : ℝ} {b d : ℤ → ℝ} (h : IsUniformStationary F b d) (n : ℤ) :
    driftVelocity F b d n = velocityLaw F := by
  have h' := (isUniformStationary_iff F b d).mp h
  have hb := fun n => (h' n).1
  have hd := fun n => (h' n).2
  simp only [driftVelocity, hb, hd, along_eq, velocityLaw, tanh_half, against]
  ring

/-- The differential mobility, whose sign is that of `2 - sinh F`. -/
theorem hasDerivAt_velocityLaw (F : ℝ) :
    HasDerivAt velocityLaw
      (Real.exp (-F / 2) * (2 - Real.sinh F) / (4 * Real.cosh (F / 2) ^ 2)) F := by
  have hc : Real.cosh (F / 2) ≠ 0 := (Real.cosh_pos _).ne'
  have h : HasDerivAt (fun x : ℝ => x / 2) (1 / 2) F := (hasDerivAt_id' F).div_const 2
  have he : HasDerivAt (fun x : ℝ => Real.exp (-x / 2)) (Real.exp (-F / 2) * (-1 / 2)) F :=
    ((hasDerivAt_id' F).fun_neg.div_const 2).exp
  have hv : velocityLaw =
      fun x => Real.exp (-x / 2) * (Real.sinh (x / 2) / Real.cosh (x / 2)) := by
    funext x
    rw [velocityLaw, Real.tanh_eq_sinh_div_cosh]
  rw [hv]
  refine (he.fun_mul (h.sinh.fun_div h.cosh hc)).congr_deriv ?_
  have hs : Real.sinh F = 2 * Real.sinh (F / 2) * Real.cosh (F / 2) := by
    rw [← Real.sinh_two_mul]
    congr 1
    ring
  have h1 : Real.cosh (F / 2) * (1 / 2) * Real.cosh (F / 2)
      - Real.sinh (F / 2) * (Real.sinh (F / 2) * (1 / 2)) = 1 / 2 := by
    linear_combination Real.cosh_sq (F / 2) / 2
  have h2 : Real.sinh (F / 2) / Real.cosh (F / 2)
      = Real.sinh (F / 2) * Real.cosh (F / 2) / Real.cosh (F / 2) ^ 2 := by
    field_simp
  rw [h1, h2, hs]
  ring

/-- The velocity rises strictly with the field up to `arsinh 2` and falls strictly
beyond it. -/
theorem velocityLaw_rises_then_falls :
    StrictMonoOn velocityLaw (Iic (Real.arsinh 2)) ∧
      StrictAntiOn velocityLaw (Ici (Real.arsinh 2)) := by
  have hcont : Continuous velocityLaw :=
    continuous_iff_continuousAt.mpr fun x => (hasDerivAt_velocityLaw x).continuousAt
  constructor
  · refine strictMonoOn_of_deriv_pos (convex_Iic _) hcont.continuousOn fun x hx => ?_
    rw [interior_Iic] at hx
    have h := Real.sinh_lt_sinh.mpr (mem_Iio.mp hx)
    rw [Real.sinh_arsinh] at h
    have hc := Real.cosh_pos (x / 2)
    rw [(hasDerivAt_velocityLaw x).deriv]
    exact div_pos (mul_pos (Real.exp_pos _) (by linarith)) (by positivity)
  · refine strictAntiOn_of_deriv_neg (convex_Ici _) hcont.continuousOn fun x hx => ?_
    rw [interior_Ici] at hx
    have h := Real.sinh_lt_sinh.mpr (mem_Ioi.mp hx)
    rw [Real.sinh_arsinh] at h
    have hc := Real.cosh_pos (x / 2)
    rw [(hasDerivAt_velocityLaw x).deriv]
    exact div_neg_of_neg_of_pos
      (mul_neg_of_pos_of_neg (Real.exp_pos _) (by linarith)) (by positivity)

/-- The stationary drift velocity at the field with `sinh F₀ = 2` strictly exceeds the
stationary drift velocity at every other field. -/
theorem drift_unique_maximum {F F₀ : ℝ} (h₀ : Real.sinh F₀ = 2) (hne : F ≠ F₀)
    {b d b₀ d₀ : ℤ → ℝ} (hF : IsUniformStationary F b d)
    (hF₀ : IsUniformStationary F₀ b₀ d₀) (n m : ℤ) :
    driftVelocity F b d n < driftVelocity F₀ b₀ d₀ m := by
  rw [driftVelocity_eq hF, driftVelocity_eq hF₀]
  have h : F₀ = Real.arsinh 2 := by rw [← h₀, Real.arsinh_sinh]
  subst h
  rcases lt_or_gt_of_ne hne with hlt | hgt
  · exact velocityLaw_rises_then_falls.1 (mem_Iic.mpr hlt.le) (mem_Iic.mpr le_rfl) hlt
  · exact velocityLaw_rises_then_falls.2 (mem_Ici.mpr le_rfl) (mem_Ici.mpr hgt.le) hgt

/-- As `F` tends to `+∞`, the velocity tends to zero. -/
theorem velocityLaw_tendsto_zero : Tendsto velocityLaw atTop (nhds 0) := by
  have hlim : Tendsto (fun F : ℝ => Real.exp (-(F / 2))) atTop (nhds 0) :=
    Real.tendsto_exp_neg_atTop_nhds_zero.comp
      (tendsto_id.atTop_div_const (by norm_num : (0 : ℝ) < 2))
  refine squeeze_zero_norm (fun F => ?_) hlim
  have hE := Real.exp_pos F
  have ht : |Real.tanh (F / 2)| ≤ 1 := by
    rw [tanh_half, abs_le]
    constructor
    · rw [le_div_iff₀ (by positivity)]
      linarith
    · rw [div_le_iff₀ (by positivity)]
      linarith
  rw [velocityLaw, Real.norm_eq_abs, abs_mul, abs_of_pos (Real.exp_pos _), neg_div]
  exact mul_le_of_le_one_right (Real.exp_pos _).le ht

/-- The square of the velocity at the field `arsinh 2` is `(5√5 - 11)/2`. -/
theorem peak_velocity_sq : velocityLaw (Real.arsinh 2) ^ 2 = (5 * √5 - 11) / 2 := by
  have hs : √(5 : ℝ) ^ 2 = 5 := Real.sq_sqrt (by norm_num)
  have hE : Real.exp (Real.arsinh 2) = 2 + √5 := by
    rw [Real.exp_arsinh, show (1 : ℝ) + 2 ^ 2 = 5 by norm_num]
  have ha : Real.exp (-Real.arsinh 2 / 2) ^ 2 = √5 - 2 := by
    rw [sq, ← Real.exp_add, add_halves, Real.exp_neg, hE]
    exact inv_eq_of_mul_eq_one_right (by linear_combination hs)
  have ht : Real.tanh (Real.arsinh 2 / 2) = (√5 - 1) / 2 := by
    rw [tanh_half, hE, div_eq_iff (by positivity)]
    linear_combination (-1 / 2) * hs
  rw [velocityLaw, mul_pow, ha, ht]
  linear_combination ((√5 - 4) / 4) * hs

end

end DeadEndHopping
```

```lean
#print axioms DeadEndHopping.driftVelocity_eq
#print axioms DeadEndHopping.drift_unique_maximum
#print axioms DeadEndHopping.velocityLaw_tendsto_zero
#print axioms DeadEndHopping.peak_velocity_sq
```

```
'DeadEndHopping.driftVelocity_eq' depends on axioms: [propext, Classical.choice, Quot.sound]
'DeadEndHopping.drift_unique_maximum' depends on axioms: [propext, Classical.choice, Quot.sound]
'DeadEndHopping.velocityLaw_tendsto_zero' depends on axioms: [propext, Classical.choice, Quot.sound]
'DeadEndHopping.peak_velocity_sq' depends on axioms: [propext, Classical.choice, Quot.sound]
```

## What the theorems say about the chain

`along F` and `against F` are $w_+$ and $w_-$. The functions `b d : ℤ → ℝ` are the occupations, and `backboneRate` and `deadEndRate` are the right-hand sides of the master equations. `IsUniformStationary F b d` collects translation invariance, one carrier per cell, and the vanishing of both rates in every cell. `driftVelocity` is defined from the hops, separately from `velocityLaw`, so their equality in `driftVelocity_eq` is a derived result.

The equivalence `isUniformStationary_iff` says that occupations form such a state exactly when they have the two values found above. This gives existence and uniqueness at every real $F$. Positivity of the occupations is not assumed; it follows from the formulas. For $F<0$ the dead ends point against the driving direction and the velocity is negative. Its magnitude grows without bound as $F\to-\infty$, so the maximum is that of the signed velocity, not of the speed.

`drift_unique_maximum` takes a stationary state at a field `F₀` with `Real.sinh F₀ = 2` and another at any different field `F`. It concludes that the drift at `F₀` is strictly larger, whichever cells `n` and `m` are used to measure the two.

## How the lemmas reach the maximum

`along_eq` supplies the rate ratio. In the forward direction of `isUniformStationary_iff`, the proof factors out `against F`, cancels it because an exponential is nonzero, and uses normalisation. It needs only dead-end balance and $b_n+d_n=1$ in each cell; translation invariance then follows. The reverse direction substitutes the values into all five conditions.

`driftVelocity_eq` inserts the occupations and rewrites the hyperbolic tangent with `tanh_half`. `hasDerivAt_velocityLaw` applies the product and quotient rules, then the two hyperbolic identities used above. `velocityLaw_rises_then_falls` turns the sign of the derivative into strict monotonicity on either side of `Real.arsinh 2`, and `drift_unique_maximum` treats fields below and above the peak separately. `velocityLaw_tendsto_zero` squeezes the velocity with the exponential bound, and `peak_velocity_sq` evaluates the two factors at the peak.

## Limits of the model

The theorems concern mean occupations in the stationary state of an infinite, perfectly regular chain. They say nothing about relaxation towards that state, diffusion or statistical error in a finite run. Site exclusion, carrier repulsion and energetic disorder are absent from the equations. Exclusion may matter at the density used here, since about 81% of the carriers sit in dead ends at the peak; for non-interacting carriers the density is only a normalisation, and $v$ is the mean velocity per carrier.

The peak position also depends on the postulated rates. A code with another rate rule, such as one that caps the down-field rate, needs its own velocity law, although any rule with the same ratio $w_+/w_-=e^F$ gives the same stationary occupations.
